# For two uncoupled convex diabats, the barrier rises by between zero and the upward shift of the product surface

Q: Take a proton transfer and change a substituent so that the product becomes less stable. The barrier usually goes up, but by only part of the change in reaction energy. The textbook picture is two crossing curves along one coordinate. A molecule has many coordinates, and its barrier is a pass on the lower surface. I hear that you minimise the upper surface. What has that to do with a barrier?

A: Let $f(x)$ be the energy of the reactant diabat at geometry $x$, and $g(x)+D$ that of the product diabat. The substituent enters only through the constant $D$. The upper surface and its infimum are

$$U_D(x)=\max(f(x),\,g(x)+D),\qquad M(D)=\inf_x U_D(x).$$

For continuous convex diabats, each with its minimum on its own side of the crossing, $M(D)$ turns out to be the height of the pass on the lower surface $\min(f,g+D)$. In Lean, the geometries form a type `E`, which gets more structure only where a theorem needs it.

```lean
import Mathlib

open Set

namespace ConvexDiabats

variable {E : Type*} {f g : E → ℝ}
```

$M(D)$ is called `upperMin f g D`:

```lean
/-- The infimum over all geometries of the upper surface `max (f, g + D)` formed by two diabats,
the second one shifted by the energy `D`. It is meant for `f` bounded below. -/
noncomputable def upperMin (f g : E → ℝ) (D : ℝ) : ℝ := ⨅ x, max (f x) (g x + D)
```

Q: And the barrier itself? I don't want it defined as $M$.

A: It has its own definition. An energy $B$ is admissible if some continuous path from $a$ to $b$ stays where the lower surface is at most $B$. The set of admissible levels is `passLevels`, and `JoinedIn` says that such a path exists. The minimax barrier energy is the greatest lower bound of this set.

```lean
/-- The energy levels `B` at which geometries `a` and `b` are joined by a continuous path
on which the lower surface `min (f, g + D)` never exceeds `B`. -/
def passLevels [TopologicalSpace E] (f g : E → ℝ) (D : ℝ) (a b : E) : Set ℝ :=
  {B | JoinedIn {x | min (f x) (g x + D) ≤ B} a b}
```

These are absolute energies. The activation energy is the barrier energy minus $f(a)$, and the reaction energy is $g(b)+D-f(a)$, where $a$ and $b$ are the two minima. Neither $f(a)$ nor $g(b)$ depends on $D$, so differences between two values of $D$ are the same on either scale.

Q: Start with $M$, then. What do you need to know about an infimum that may not be attained?

A: Two facts. First, $M(D)\le U_D(x)$ for every $x$. This uses a lower bound on $f$, which is also a lower bound on $U_D$; none is needed for $g$.

```lean
/-- If the first diabat is bounded below, `upperMin` lies below the upper surface at every
geometry. -/
theorem upperMin_le (hb : BddBelow (range f)) (D : ℝ) (x : E) :
    upperMin f g D ≤ max (f x) (g x + D) := by
  obtain ⟨m, hm⟩ := hb
  refine ciInf_le (f := fun x => max (f x) (g x + D)) ⟨m, ?_⟩ x
  rintro _ ⟨y, rfl⟩
  exact (hm (mem_range_self y)).trans (le_max_left _ _)
```

Second, for every $\varepsilon>0$ some geometry has $U_D(x)<M(D)+\varepsilon$, so both diabatic energies lie below that number there.

```lean
/-- If there is at least one geometry, then for any `ε > 0` some geometry has both diabatic
energies, the second one shifted by `D`, less than `ε` above `upperMin`. -/
theorem exists_near_upperMin [Nonempty E] (f g : E → ℝ) (D : ℝ) {ε : ℝ} (hε : 0 < ε) :
    ∃ x, f x < upperMin f g D + ε ∧ g x + D < upperMin f g D + ε := by
  obtain ⟨x, hx⟩ := exists_lt_of_ciInf_lt
    (show (⨅ x, max (f x) (g x + D)) < upperMin f g D + ε from lt_add_of_pos_right _ hε)
  exact ⟨x, max_lt_iff.mp hx⟩
```

Q: How does convexity in $D$ follow?

A: Let $s,t\ge0$ with $s+t=1$. Choose $x$ with $U_{D_1}(x)<M(D_1)+\varepsilon$ and $y$ with $U_{D_2}(y)<M(D_2)+\varepsilon$, and put $z=sx+ty$. Convexity of the diabats gives

$$f(z)\le s f(x)+t f(y)\le sM(D_1)+tM(D_2)+\varepsilon,$$

$$g(z)+sD_1+tD_2\le s(g(x)+D_1)+t(g(y)+D_2)\le sM(D_1)+tM(D_2)+\varepsilon.$$

Hence $M(sD_1+tD_2)\le U_{sD_1+tD_2}(z)\le sM(D_1)+tM(D_2)+\varepsilon$ for every $\varepsilon>0$, and therefore also without the $\varepsilon$.

```lean
/-- For convex diabats, the first bounded below, the infimum of the upper surface is a convex
function of the energy shift `D`. -/
theorem convexOn_upperMin [AddCommGroup E] [Module ℝ E] (hf : ConvexOn ℝ univ f)
    (hg : ConvexOn ℝ univ g) (hb : BddBelow (range f)) :
    ConvexOn ℝ univ (upperMin f g) := by
  refine ⟨convex_univ, fun D₁ _ D₂ _ s t hs ht hst => ?_⟩
  apply le_of_forall_pos_le_add
  intro ε hε
  -- mix two near-minimisers with the same weights as the energy shifts
  obtain ⟨x, hx₁, hx₂⟩ := exists_near_upperMin f g D₁ hε
  obtain ⟨y, hy₁, hy₂⟩ := exists_near_upperMin f g D₂ hε
  have h1 := hf.2 (mem_univ x) (mem_univ y) hs ht hst
  have h2 := hg.2 (mem_univ x) (mem_univ y) hs ht hst
  have e : s * ε + t * ε = ε := by rw [← add_mul, hst, one_mul]
  have a1 := mul_le_mul_of_nonneg_left hx₁.le hs
  have a2 := mul_le_mul_of_nonneg_left hx₂.le hs
  have b1 := mul_le_mul_of_nonneg_left hy₁.le ht
  have b2 := mul_le_mul_of_nonneg_left hy₂.le ht
  refine (upperMin_le hb _ (s • x + t • y)).trans (max_le ?_ ?_)
  · simp only [smul_eq_mul] at h1 ⊢
    linarith
  · simp only [smul_eq_mul] at h2 ⊢
    linarith
```

In the code, `h1` and `h2` are the convexity inequalities for $f$ and $g$, and `a1` to `b2` are the near-minimiser bounds multiplied by their weights. `linarith` adds them up. The conclusion `ConvexOn ℝ univ (upperMin f g)` concerns $M$ as a function of $D$ on the whole real line.

Q: And the Bell-Evans-Polanyi slope?

A: Compare the upper surfaces at one fixed geometry. For $D_1\le D_2$,

$$U_{D_1}(x)\le U_{D_2}(x)\le U_{D_1}(x)+(D_2-D_1).$$

Taking infima gives $0\le M(D_2)-M(D_1)\le D_2-D_1$. The steps `lower` and `upper` are these two comparisons, and neither uses convexity.

```lean
/-- If the first diabat is bounded below, raising the second one from `D₁` to `D₂` raises the
infimum of the upper surface by at least zero and at most `D₂ - D₁`. -/
theorem upperMin_sub_bounds [Nonempty E] (hb : BddBelow (range f)) {D₁ D₂ : ℝ}
    (h : D₁ ≤ D₂) :
    0 ≤ upperMin f g D₂ - upperMin f g D₁ ∧
      upperMin f g D₂ - upperMin f g D₁ ≤ D₂ - D₁ := by
  have lower : upperMin f g D₁ ≤ upperMin f g D₂ :=
    le_ciInf fun x => (upperMin_le hb D₁ x).trans (max_le_max le_rfl (by linarith))
  have upper : upperMin f g D₂ - (D₂ - D₁) ≤ upperMin f g D₁ := by
    refine le_ciInf fun x => ?_
    have h1 := upperMin_le (g := g) hb D₂ x
    have h2 : max (f x) (g x + D₂) ≤ max (f x) (g x + D₁) + (D₂ - D₁) :=
      max_le (by linarith [le_max_left (f x) (g x + D₁)])
        (by linarith [le_max_right (f x) (g x + D₁)])
    linarith
  exact ⟨by linarith, by linarith⟩
```

Every difference quotient of $M$ therefore lies in $[0,1]$. The interval is closed, so a derivative, being a limit of such quotients, lies there too. The proof treats quotients from the left and from the right separately, because the denominator changes sign.

```lean
/-- If the first diabat is bounded below, then wherever the infimum of the upper surface is
differentiable in the energy shift, its derivative lies between 0 and 1. -/
theorem deriv_mem_Icc [Nonempty E] (hb : BddBelow (range f)) {D m : ℝ}
    (hm : HasDerivAt (upperMin f g) m D) : m ∈ Icc (0 : ℝ) 1 := by
  refine isClosed_Icc.mem_of_tendsto (hasDerivAt_iff_tendsto_slope.mp hm) ?_
  filter_upwards [self_mem_nhdsWithin] with y hy
  rw [slope_def_field]
  -- every difference quotient already lies in the interval
  rcases lt_or_gt_of_ne (show y ≠ D from hy) with h | h
  · obtain ⟨h1, h2⟩ := upperMin_sub_bounds (g := g) hb h.le
    exact ⟨div_nonneg_of_nonpos (by linarith) (by linarith),
      (div_le_one_of_neg (by linarith)).mpr (by linarith)⟩
  · obtain ⟨h1, h2⟩ := upperMin_sub_bounds (g := g) hb h.le
    exact ⟨div_nonneg h1 (by linarith), (div_le_one (by linarith)).mpr h2⟩
```

The theorem takes the derivative as given. It doesn't say that $M$ is differentiable at a particular $D$.

Q: The Bell-Evans-Polanyi principle is a linear relation, though.

A: Linearity isn't claimed. The result bounds the slope, and the convexity of $M$ allows that slope to grow as the product is destabilised.

Q: Now my main doubt. Why is $M(D)$ the pass on the lower surface?

A: Let $a$ minimise $f$ and $b$ minimise $g$, with $f(a)\le g(a)+D$ and $g(b)+D\le f(b)$. Each minimum then lies where its own diabat is not above the other, so neither state has slid past the crossing.

Take any path from $a$ to $b$ with lower-surface energy at most $B$. The difference $f-(g+D)$ is at most zero at the start and at least zero at the end. By continuity it vanishes at some point $p$ of the path, on the crossing seam. There the upper and lower surfaces coincide, so

$$M(D)\le U_D(p)=\min(f(p),g(p)+D)\le B.$$

Conversely, take any geometry $x$ and set $B=U_D(x)$. The set where $f\le B$ is convex and contains $a$ and $x$. The set where $g+D\le B$ is convex and contains $x$ and $b$. The straight segments from $a$ to $x$ and from $x$ to $b$ form a path with lower-surface energy at most $B$. Thus every value $U_D(x)$ is an admissible level, and any lower bound of the admissible levels is at most $M(D)$.

```lean
/-- Let `a` and `b` minimise two continuous convex diabats, each lying where its own diabat is
not above the other. Then the minimax barrier energy between them on the lower surface equals
the infimum of the upper surface. -/
theorem isGLB_passLevels [NormedAddCommGroup E] [NormedSpace ℝ E]
    (hf : ConvexOn ℝ univ f) (hg : ConvexOn ℝ univ g) (hfc : Continuous f)
    (hgc : Continuous g) {a b : E} (ha : ∀ x, f a ≤ f x) (hb : ∀ x, g b ≤ g x) {D : ℝ}
    (haD : f a ≤ g a + D) (hbD : g b + D ≤ f b) :
    IsGLB (passLevels f g D a b) (upperMin f g D) := by
  have hbdd : BddBelow (range f) := ⟨f a, by rintro _ ⟨x, rfl⟩; exact ha x⟩
  constructor
  · -- every path from `a` to `b` meets the crossing seam
    rintro B ⟨γ, hγ⟩
    have : PreconnectedSpace unitInterval := Subtype.preconnectedSpace isPreconnected_Icc
    have c1 : Continuous fun t => f (γ t) := hfc.comp γ.continuous
    have c2 : Continuous fun t => g (γ t) + D := (hgc.comp γ.continuous).add continuous_const
    obtain ⟨t, ht⟩ := intermediate_value_univ₂ (a := (0 : unitInterval)) (b := 1) c1 c2
      (by simpa using haD) (by simpa using hbD)
    have ht' : f (γ t) = g (γ t) + D := ht
    have h2 : min (f (γ t)) (g (γ t) + D) ≤ B := hγ t
    have h3 := upperMin_le (g := g) hbdd D (γ t)
    rw [← ht', min_self] at h2
    rw [← ht', max_self] at h3
    exact h3.trans h2
  · -- any geometry `x` is reached from `a` and from `b` inside convex sublevel sets
    intro c hc
    refine le_ciInf fun x => hc ?_
    have hx1 := le_max_left (f x) (g x + D)
    have hx2 := le_max_right (f x) (g x + D)
    have j1 := ((hf.convex_le (max (f x) (g x + D))).isPathConnected
      ⟨x, mem_univ x, hx1⟩).joinedIn a ⟨mem_univ a, (ha x).trans hx1⟩ x ⟨mem_univ x, hx1⟩
    have j2 := ((hg.convex_le (max (f x) (g x + D) - D)).isPathConnected
      ⟨x, mem_univ x, by linarith⟩).joinedIn x ⟨mem_univ x, by linarith⟩
      b ⟨mem_univ b, by linarith [hb x]⟩
    exact (j1.mono fun y hy => (min_le_left _ _).trans hy.2).trans
      (j2.mono fun y hy => by
        have h1 : g y ≤ max (f x) (g x + D) - D := hy.2
        have h2 : g y + D ≤ max (f x) (g x + D) := by linarith
        exact (min_le_right _ _).trans h2)
```

`IsGLB` asks for exactly these two halves. In the first, `intermediate_value_univ₂` finds the seam point. In the second, `j1` and `j2` are the two connections inside convex sublevel sets, and `.trans` joins them. The space is any real normed space, $\mathbb R^n$ included; in $\mathbb R^n$ a finite convex function is automatically continuous, so the continuity hypotheses add a restriction only in infinite dimension.

Q: What breaks if a diabat isn't convex?

A: Take one coordinate, $D=0$, $f(x)=x^2(x-2)^2$ and $g(x)=(x-2)^2$, with $a=0$ and $b=2$. All the other hypotheses hold. The upper surface is zero at $x=2$, so $M(0)=0$. Yet every path from $0$ to $2$ passes $x=1$, where both diabats equal $1$, so the barrier energy is at least $1$. What has failed is the connectedness of the sublevel sets of $f$: the set where $f\le\tfrac12$ is in two pieces.

Q: Then state the slope bounds for the barrier, not for $M$.

A: Here $B_1$ and $B_2$ are the minimax barrier energies at the shifts $D_1\le D_2$:

```lean
/-- Bell-Evans-Polanyi bounds: for continuous convex diabats with minima `a` and `b`, each on
its own side of the seam at both shifts `D₁ ≤ D₂`, the minimax barrier energy rises by between
zero and `D₂ - D₁`. -/
theorem bell_evans_polanyi [NormedAddCommGroup E] [NormedSpace ℝ E]
    (hf : ConvexOn ℝ univ f) (hg : ConvexOn ℝ univ g) (hfc : Continuous f)
    (hgc : Continuous g) {a b : E} (ha : ∀ x, f a ≤ f x) (hb : ∀ x, g b ≤ g x)
    {D₁ D₂ B₁ B₂ : ℝ} (h : D₁ ≤ D₂) (haD : f a ≤ g a + D₁) (hbD : g b + D₂ ≤ f b)
    (h₁ : IsGLB (passLevels f g D₁ a b) B₁) (h₂ : IsGLB (passLevels f g D₂ a b) B₂) :
    0 ≤ B₂ - B₁ ∧ B₂ - B₁ ≤ D₂ - D₁ := by
  rw [h₁.unique (isGLB_passLevels hf hg hfc hgc ha hb haD (by linarith)),
    h₂.unique (isGLB_passLevels hf hg hfc hgc ha hb (by linarith) hbD)]
  exact upperMin_sub_bounds ⟨f a, by rintro _ ⟨x, rfl⟩; exact ha x⟩ h
```

The condition on $a$ is required at $D_1$ and the one on $b$ at $D_2$. Since $D_1\le D_2$, both then hold at both shifts. The proof replaces each barrier energy by the corresponding $M$ and applies the earlier bounds.

Q: Could you have skipped $M$ altogether?

A: For these bounds, yes. Another proof works with the lower surface alone. Raising $D$ from $D_1$ to $D_2$ raises $\min(f,g+D)$ at each geometry by between zero and $D_2-D_1$, and the same path can be used at both shifts. That short argument, which I give here informally, bounds the change in the minimax barrier without convexity or conditions on the minima, provided the two greatest lower bounds exist. It would lose the identification of the barrier with $M$, and with it this route to convexity in $D$.

Q: Does the general statement reproduce a formula I know?

A: Take $f(x)=kx^2$ and $g(x)=k(x-1)^2$ with $k>0$ and $|D|\le k$. The coordinate is scaled so that the minima lie at $0$ and $1$. Here $k$ is the reorganisation energy, usually written $\lambda$; it is not the force constant, which is $2k$ in this coordinate. Both minima have energy zero before the shift, so $D$ is the reaction energy.

The parabolas cross at $s=(k+D)/(2k)$, which lies in $[0,1]$. Since $D=2ks-k$, both diabats have energy $ks^2$ there, so $M(D)\le ks^2$. For the reverse bound, a maximum is at least any weighted average:

$$U_D(x)\ge(1-s)kx^2+s\bigl(k(x-1)^2+2ks-k\bigr)=k(x-s)^2+ks^2\ge ks^2.$$

Therefore $M(D)=ks^2=(k+D)^2/(4k)$.

```lean
/-- Marcus formula: for two parabolas of equal curvature with reorganisation energy `k > 0`
and `|D| ≤ k`, the infimum of the upper surface is `(k + D)² / (4 k)`. -/
theorem marcus {k D : ℝ} (hk : 0 < k) (hD : |D| ≤ k) :
    upperMin (fun x : ℝ => k * x ^ 2) (fun x => k * (x - 1) ^ 2) D
      = (k + D) ^ 2 / (4 * k) := by
  -- `s` is the position of the crossing point
  obtain ⟨s, rfl⟩ : ∃ s, D = 2 * k * s - k := by
    refine ⟨(k + D) / (2 * k), ?_⟩
    have h : 2 * k * ((k + D) / (2 * k)) = k + D := by field_simp
    linarith
  obtain ⟨hD1, hD2⟩ := abs_le.mp hD
  have hs0 : 0 ≤ s := le_of_mul_le_mul_left (by linarith : k * 0 ≤ k * s) hk
  have hs1 : s ≤ 1 := le_of_mul_le_mul_left (by linarith : k * s ≤ k * 1) hk
  have hv : (k + (2 * k * s - k)) ^ 2 / (4 * k) = k * s ^ 2 := by
    rw [div_eq_iff (by positivity)]
    ring
  rw [hv]
  apply le_antisymm
  · have hb : BddBelow (range fun x : ℝ => k * x ^ 2) :=
      ⟨0, by rintro _ ⟨x, rfl⟩; positivity⟩
    have e : k * (s - 1) ^ 2 + (2 * k * s - k) = k * s ^ 2 := by ring
    exact (upperMin_le hb _ s).trans (max_le le_rfl e.le)
  · -- the maximum dominates the average of the diabats with weights `1 - s` and `s`
    refine le_ciInf fun x => ?_
    show k * s ^ 2 ≤ max (k * x ^ 2) (k * (x - 1) ^ 2 + (2 * k * s - k))
    have h1 := mul_le_mul_of_nonneg_left
      (le_max_left (k * x ^ 2) (k * (x - 1) ^ 2 + (2 * k * s - k))) (sub_nonneg.mpr hs1)
    have h2 := mul_le_mul_of_nonneg_left
      (le_max_right (k * x ^ 2) (k * (x - 1) ^ 2 + (2 * k * s - k))) hs0
    have h3 : 0 ≤ k * (x - s) ^ 2 := by positivity
    linarith

end ConvexDiabats
```

The code replaces $D$ by $2ks-k$ at the outset. Then `h1` and `h2` are the weighted inequalities, and `h3` is the non-negative square. This is the Marcus expression for the activation energy, with potential energies in place of free energies and no statement about rates.

```lean
#print axioms ConvexDiabats.convexOn_upperMin
-- 'ConvexDiabats.convexOn_upperMin' depends on axioms: [propext, Classical.choice, Quot.sound]
#print axioms ConvexDiabats.deriv_mem_Icc
-- 'ConvexDiabats.deriv_mem_Icc' depends on axioms: [propext, Classical.choice, Quot.sound]
#print axioms ConvexDiabats.bell_evans_polanyi
-- 'ConvexDiabats.bell_evans_polanyi' depends on axioms: [propext, Classical.choice, Quot.sound]
#print axioms ConvexDiabats.marcus
-- 'ConvexDiabats.marcus' depends on axioms: [propext, Classical.choice, Quot.sound]
```

Q: What still separates this from a real molecule?

A: Several things, electronic coupling among them. The surfaces $\min(f,g+D)$ and $\max(f,g+D)$ are the eigenvalues of a diagonal two-state Hamiltonian. A non-zero off-diagonal element splits them at the seam and generally lowers the pass, and the theorems contain no such element. Real diabats also need not be convex, since a bond-stretching curve flattens towards dissociation, and a substituent can change their shapes as well as their offset.

Q: So where would I use it?

A: In a two-state model with convex, uncoupled diabats and each minimum on its own side of the seam, a search for the barrier height on the lower surface can be replaced by a convex minimisation of the upper one.
